# Sequential electron emission lags a single exponential by a bounded charge

An emitter that releases two electrons one after the other, with positive first-order rate constants k₁ and k₂, has at every time t ≥ 0 emitted a mean charge within k₁/k₂ of the single-exponential signal 2(1 − exp(−k₁t)). Charge is counted per emitter, in units of the elementary charge.

The same holds for longer sequences. Let an emitter start with n + 1 electrons and lose them singly, with rate constants k₀, …, kₙ > 0, and let Q(t) be the mean emitted charge. Its lag behind a single exponential,

L(t) = (n + 1)(1 − exp(−k₀t)) − Q(t),

satisfies for all t ≥ 0

0 ≤ L(t) ≤ Σ[0 ≤ j < n] (n − j) k₀/kⱼ₊₁.

Numbering starts at zero here, so the two-electron constants k₁ and k₂ are k₀ and k₁ of the general formula with n = 1. For n = 0 the sum is empty and the lag is zero.

## Replacing fast later steps by one event

A rate-equation or kinetic Monte Carlo code for defects or surface states may merge a slow first emission and fast later ones into one event that releases all the electrons at rate k₀. For irreversible first-order emission with constant rates, whether computed from electronic structure or measured, the bound limits the error of this merger in the mean emitted charge. If the sum above is below the tolerance, the merger is acceptable for that quantity.

The error is absolute. At early times two-electron emission has delivered about k₁t, while the merged model gives about 2k₁t, so the relative error is large however fast the second step is. The currents at t = 0 also differ by a factor of two. The order of the rates is free, but for k₂ ≤ k₁ the bound is at least one electron and says nothing new, since the lag is the charge held by the one-electron intermediate and never exceeds one electron anyway.

## No step exceeds the initial rate of the first

Let aⱼ(t) be the population of the state that has lost j electrons. Then

a₀′ = −k₀a₀, a₀(0) = 1,

aⱼ₊₁′ = kⱼaⱼ − kⱼ₊₁aⱼ₊₁, aⱼ₊₁(0) = 0, for 0 ≤ j < n.

State j still holds n + 1 − j electrons, so

Q = (n + 1) − Σ[0 ≤ j ≤ n] (n + 1 − j) aⱼ.

**Positivity.** Suppose y′ = f − κy with f ≥ 0 for t ≥ 0 and y(0) ≥ 0. Then

(exp(κt) y)′ = exp(κt) f ≥ 0,

so exp(κt) y(t) ≥ y(0) ≥ 0, and y(t) ≥ 0.

**First state.** The derivative of exp(k₀t) a₀ is zero, hence a₀ = exp(−k₀t).

**Later states.** By induction, aⱼ ≥ 0 and kⱼaⱼ ≤ k₀ for t ≥ 0. For j = 0 this follows from 0 < exp(−k₀t) ≤ 1. If it holds for j, then aⱼ₊₁ has the nonnegative source kⱼaⱼ and starts at zero, so it stays nonnegative. The gap g = k₀ − kⱼ₊₁aⱼ₊₁ starts at k₀ > 0 and obeys

g′ = kⱼ₊₁(k₀ − kⱼaⱼ) − kⱼ₊₁g.

Its source is nonnegative by the induction hypothesis, so g ≥ 0.

**Lag.** Splitting off the j = 0 term of Q and shifting the index gives

Q = (n + 1)(1 − a₀) − Σ[0 ≤ j < n] (n − j) aⱼ₊₁.

Therefore

L = Σ[0 ≤ j < n] (n − j) aⱼ₊₁,

which is the charge still held by the intermediates. Inserting 0 ≤ aⱼ₊₁ ≤ k₀/kⱼ₊₁ gives the bound. For two electrons, with populations a and b, the deviation of 2 − 2a − b from the single exponential is −b, and 0 ≤ b ≤ k₁/k₂.

**Current.** With rⱼ = kⱼaⱼ, differentiating Q gives

Q′ = (n + 1)r₀ − Σ[0 ≤ j < n] (n − j)(rⱼ − rⱼ₊₁) = Σ[0 ≤ j ≤ n] rⱼ.

In the middle expression r₀ keeps the coefficient (n + 1) − n = 1, and each later rⱼ gets (n − j + 1) − (n − j) = 1. Since Q(0) = 0, Q is the time-integrated emission current.

## Lean source

```lean
import Mathlib

open Finset

namespace MultiElectronEmission

noncomputable section

/-- Populations `a 0, ..., a n` of an emitter that releases `n + 1` electrons one by one:
state `j` decays with rate constant `k j` and feeds state `j + 1`. At time zero the
population of state `0` is one and the others are empty. -/
structure IsCascade (n : ℕ) (k : ℕ → ℝ) (a : ℕ → ℝ → ℝ) : Prop where
  first : ∀ t, HasDerivAt (a 0) (-(k 0) * a 0 t) t
  next : ∀ j < n, ∀ t,
    HasDerivAt (a (j + 1)) (k j * a j t - k (j + 1) * a (j + 1) t) t
  init_first : a 0 0 = 1
  init_next : ∀ j < n, a (j + 1) 0 = 0

/-- Emitted charge in units of the elementary charge: of the `n + 1` electrons,
an emitter in state `j` still holds `n + 1 - j`. -/
def emittedCharge (n : ℕ) (a : ℕ → ℝ → ℝ) (t : ℝ) : ℝ :=
  ((n : ℝ) + 1) - ∑ j ∈ range (n + 1), ((n : ℝ) + 1 - j) * a j t

/-- A quantity that relaxes linearly, with a source that is nonnegative for `t ≥ 0` and a
nonnegative initial value, stays nonnegative for `t ≥ 0`. -/
theorem relaxation_nonneg {y f : ℝ → ℝ} {κ : ℝ}
    (hy : ∀ t, HasDerivAt y (f t - κ * y t) t) (hf : ∀ t, 0 ≤ t → 0 ≤ f t)
    (h0 : 0 ≤ y 0) {t : ℝ} (ht : 0 ≤ t) : 0 ≤ y t := by
  -- the integrating factor removes the relaxation term
  have hg : ∀ s, HasDerivAt (fun s => Real.exp (κ * s) * y s) (Real.exp (κ * s) * f s) s := by
    intro s
    have h1 : HasDerivAt (fun s : ℝ => κ * s) κ s := by
      simpa using (hasDerivAt_id' s).const_mul κ
    exact (h1.exp.fun_mul (hy s)).congr_deriv (by ring)
  have hmono : MonotoneOn (fun s => Real.exp (κ * s) * y s) (Set.Ici 0) := by
    apply monotoneOn_of_deriv_nonneg (convex_Ici 0)
    · exact fun s _ => (hg s).continuousAt.continuousWithinAt
    · exact fun s _ => (hg s).differentiableAt.differentiableWithinAt
    · intro s hs
      rw [(hg s).deriv]
      exact mul_nonneg (Real.exp_pos _).le (hf s (interior_subset hs))
  have h : Real.exp (κ * 0) * y 0 ≤ Real.exp (κ * t) * y t :=
    hmono (Set.mem_Ici.mpr le_rfl) (Set.mem_Ici.mpr ht) ht
  rw [mul_zero, Real.exp_zero, one_mul] at h
  exact nonneg_of_mul_nonneg_right (h0.trans h) (Real.exp_pos _)

/-- The initial state of the cascade decays as a single exponential. -/
theorem first_state {n : ℕ} {k : ℕ → ℝ} {a : ℕ → ℝ → ℝ} (h : IsCascade n k a) (t : ℝ) :
    a 0 t = Real.exp (-(k 0 * t)) := by
  have hg : ∀ s, HasDerivAt (fun s => Real.exp (k 0 * s) * a 0 s) 0 s := by
    intro s
    have h1 : HasDerivAt (fun s : ℝ => k 0 * s) (k 0) s := by
      simpa using (hasDerivAt_id' s).const_mul (k 0)
    exact (h1.exp.fun_mul (h.first s)).congr_deriv (by ring)
  have hc : Real.exp (k 0 * t) * a 0 t = Real.exp (k 0 * 0) * a 0 0 :=
    is_const_of_deriv_eq_zero (fun s => (hg s).differentiableAt) (fun s => (hg s).deriv) t 0
  rw [mul_zero, Real.exp_zero, h.init_first, one_mul] at hc
  rw [Real.exp_neg]
  exact (inv_eq_of_mul_eq_one_right hc).symm

/-- For positive rate constants and `t ≥ 0`, every population is nonnegative and no step
runs faster than the initial rate `k 0` of the first step. -/
theorem step_rate_le {n : ℕ} {k : ℕ → ℝ} {a : ℕ → ℝ → ℝ} (h : IsCascade n k a)
    (hk : ∀ j ≤ n, 0 < k j) (j : ℕ) (hj : j ≤ n) :
    ∀ t, 0 ≤ t → 0 ≤ a j t ∧ k j * a j t ≤ k 0 := by
  induction j with
  | zero =>
    intro t ht
    have h0 := hk 0 hj
    rw [first_state h t]
    have h1 : Real.exp (-(k 0 * t)) ≤ 1 :=
      Real.exp_le_one_iff.mpr (neg_nonpos.mpr (mul_nonneg h0.le ht))
    exact ⟨(Real.exp_pos _).le, mul_le_of_le_one_right h0.le h1⟩
  | succ j ih =>
    intro t ht
    have hjn : j < n := by omega
    have ihj := ih hjn.le
    have hpos := hk (j + 1) hj
    refine ⟨relaxation_nonneg (h.next j hjn)
      (fun s hs => mul_nonneg (hk j hjn.le).le (ihj s hs).1) (h.init_next j hjn).ge ht, ?_⟩
    -- the gap between `k 0` and the step rate also relaxes with a nonnegative source
    have hgap : ∀ s, HasDerivAt (fun s => k 0 - k (j + 1) * a (j + 1) s)
        (k (j + 1) * (k 0 - k j * a j s)
          - k (j + 1) * (k 0 - k (j + 1) * a (j + 1) s)) s := fun s =>
      (((h.next j hjn s).const_mul (k (j + 1))).const_sub (k 0)).congr_deriv (by ring)
    have h0 : 0 ≤ k 0 - k (j + 1) * a (j + 1) 0 := by
      rw [h.init_next j hjn, mul_zero, sub_zero]
      exact (hk 0 (Nat.zero_le n)).le
    have hres : 0 ≤ k 0 - k (j + 1) * a (j + 1) t :=
      relaxation_nonneg (y := fun s => k 0 - k (j + 1) * a (j + 1) s)
        (f := fun s => k (j + 1) * (k 0 - k j * a j s)) hgap
        (fun s hs => mul_nonneg hpos.le (sub_nonneg.mpr (ihj s hs).2)) h0 ht
    linarith

/-- The emitted charge is that of `n + 1` electrons per decayed initial state, less the
electrons still held by the intermediates. -/
theorem emittedCharge_eq (n : ℕ) (a : ℕ → ℝ → ℝ) (t : ℝ) :
    emittedCharge n a t =
      ((n : ℝ) + 1) * (1 - a 0 t) - ∑ j ∈ range n, ((n : ℝ) - j) * a (j + 1) t := by
  unfold emittedCharge
  rw [sum_range_succ']
  push_cast
  simp only [add_sub_add_right_eq_sub]
  ring

/-- The emitted charge starts at zero and grows at the summed rate of all emission steps. -/
theorem emittedCharge_current {n : ℕ} {k : ℕ → ℝ} {a : ℕ → ℝ → ℝ} (h : IsCascade n k a) :
    emittedCharge n a 0 = 0 ∧
      ∀ t, HasDerivAt (emittedCharge n a) (∑ j ∈ range (n + 1), k j * a j t) t := by
  constructor
  · rw [emittedCharge_eq, h.init_first, sum_eq_zero]
    · ring
    · intro j hj
      rw [h.init_next j (mem_range.mp hj), mul_zero]
  · intro t
    -- summation by parts
    have key : ∀ (m : ℕ) (r : ℕ → ℝ), ∑ j ∈ range m, ((m : ℝ) - j) * (r j - r (j + 1)) =
        ((m : ℝ) + 1) * r 0 - ∑ j ∈ range (m + 1), r j := by
      intro m
      induction m with
      | zero => intro r; simp
      | succ m ih =>
        intro r
        have hr := ih (fun j => r (j + 1))
        rw [sum_range_succ', sum_range_succ' r (m + 1)]
        push_cast
        simp only [add_sub_add_right_eq_sub, zero_add] at hr ⊢
        linear_combination hr
    have hs : HasDerivAt (fun s => ∑ j ∈ range n, ((n : ℝ) - j) * a (j + 1) s)
        (∑ j ∈ range n, ((n : ℝ) - j) * (k j * a j t - k (j + 1) * a (j + 1) t)) t :=
      HasDerivAt.fun_sum fun j hj => (h.next j (mem_range.mp hj) t).const_mul _
    rw [funext (emittedCharge_eq n a)]
    refine ((((h.first t).const_sub 1).const_mul ((n : ℝ) + 1)).fun_sub hs).congr_deriv ?_
    rw [key n (fun j => k j * a j t)]
    ring

/-- For positive rate constants and `t ≥ 0`, the emitted charge never exceeds the
single-exponential signal of `n + 1` electrons, and lags it by at most the sum of
`(n - j) k 0 / k (j + 1)` over `j < n`. -/
theorem charge_lag_bound {n : ℕ} {k : ℕ → ℝ} {a : ℕ → ℝ → ℝ} (h : IsCascade n k a)
    (hk : ∀ j ≤ n, 0 < k j) {t : ℝ} (ht : 0 ≤ t) :
    0 ≤ ((n : ℝ) + 1) * (1 - Real.exp (-(k 0 * t))) - emittedCharge n a t ∧
    ((n : ℝ) + 1) * (1 - Real.exp (-(k 0 * t))) - emittedCharge n a t ≤
      ∑ j ∈ range n, ((n : ℝ) - j) * (k 0 / k (j + 1)) := by
  rw [emittedCharge_eq, first_state h t, sub_sub_cancel]
  have hw : ∀ j ∈ range n, (0 : ℝ) ≤ (n : ℝ) - j := fun j hj =>
    sub_nonneg.mpr (Nat.cast_le.mpr (mem_range.mp hj).le)
  constructor
  · exact sum_nonneg fun j hj =>
      mul_nonneg (hw j hj) (step_rate_le h hk (j + 1) (mem_range.mp hj) t ht).1
  · refine sum_le_sum fun j hj => mul_le_mul_of_nonneg_left ?_ (hw j hj)
    rw [le_div_iff₀ (hk (j + 1) (mem_range.mp hj)), mul_comm]
    exact (step_rate_le h hk (j + 1) (mem_range.mp hj) t ht).2

/-- Two-electron emission with positive rate constants: for `t ≥ 0` the emitted charge
`2 - 2a - b` differs from `2 (1 - exp (-k₁ t))` by at most `k₁ / k₂`. -/
theorem two_electron_bound {k₁ k₂ : ℝ} (h₁ : 0 < k₁) (h₂ : 0 < k₂) {a b : ℝ → ℝ}
    (ha : ∀ t, HasDerivAt a (-k₁ * a t) t)
    (hb : ∀ t, HasDerivAt b (k₁ * a t - k₂ * b t) t)
    (ha0 : a 0 = 1) (hb0 : b 0 = 0) {t : ℝ} (ht : 0 ≤ t) :
    |(2 - 2 * a t - b t) - 2 * (1 - Real.exp (-(k₁ * t)))| ≤ k₁ / k₂ := by
  have h : IsCascade 1 (fun j => if j = 0 then k₁ else k₂)
      (fun j => if j = 0 then a else b) := by
    refine ⟨by simpa using ha, ?_, by simpa using ha0, ?_⟩
    · intro j hj
      obtain rfl : j = 0 := by omega
      simpa using hb
    · intro j _
      simpa using hb0
  have hk : ∀ j ≤ 1, 0 < (fun j : ℕ => if j = 0 then k₁ else k₂) j := by
    intro j _
    dsimp only
    split_ifs <;> assumption
  have hexp : a t = Real.exp (-(k₁ * t)) := by simpa using first_state h t
  have hbt : 0 ≤ b t ∧ k₂ * b t ≤ k₁ := by simpa using step_rate_le h hk 1 le_rfl t ht
  -- the deviation is exactly the charge still held by the intermediate
  have hdev : (2 - 2 * a t - b t) - 2 * (1 - Real.exp (-(k₁ * t))) = -b t := by
    rw [hexp]; ring
  rw [hdev, abs_neg, abs_of_nonneg hbt.1, le_div_iff₀ h₂, mul_comm]
  exact hbt.2

/-- For equal rate constants `κ`, the Poisson populations `(κ t)^j / j! * exp (-κ t)`
solve the cascade with any number of steps. -/
theorem isCascade_witness (n : ℕ) (κ : ℝ) :
    IsCascade n (fun _ => κ)
      (fun j t => (κ * t) ^ j / (j.factorial : ℝ) * Real.exp (-(κ * t))) := by
  have h1 : ∀ s : ℝ, HasDerivAt (fun s : ℝ => κ * s) κ s := fun s => by
    simpa using (hasDerivAt_id' s).const_mul κ
  have hE : ∀ s : ℝ, HasDerivAt (fun s : ℝ => Real.exp (-(κ * s)))
      (Real.exp (-(κ * s)) * -κ) s := fun s => (h1 s).fun_neg.exp
  refine ⟨fun s => ?_, fun j _ s => ?_, by simp, fun j _ => by simp⟩
  · simp only [pow_zero, Nat.factorial_zero, Nat.cast_one, div_one, one_mul]
    exact (hE s).congr_deriv (by ring)
  · have hj : (j.factorial : ℝ) ≠ 0 := Nat.cast_ne_zero.mpr j.factorial_ne_zero
    have hj1 : (j : ℝ) + 1 ≠ 0 := by positivity
    refine ((((h1 s).fun_pow (j + 1)).div_const ((j + 1).factorial : ℝ)).fun_mul
      (hE s)).congr_deriv ?_
    simp only [Nat.add_sub_cancel, Nat.factorial_succ]
    push_cast
    field_simp
    ring

end

end MultiElectronEmission
```

```lean
#print axioms MultiElectronEmission.emittedCharge_current
#print axioms MultiElectronEmission.charge_lag_bound
#print axioms MultiElectronEmission.two_electron_bound
```

```
'MultiElectronEmission.emittedCharge_current' depends on axioms: [propext, Classical.choice, Quot.sound]
'MultiElectronEmission.charge_lag_bound' depends on axioms: [propext, Classical.choice, Quot.sound]
'MultiElectronEmission.two_electron_bound' depends on axioms: [propext, Classical.choice, Quot.sound]
```

## Scope of the theorems and their proofs

`IsCascade n k a` collects the rate equations and initial populations. Here `k j` is a rate constant and `a j t` a population at time `t`; only indices up to `n` matter, and the fully emptied state is not tracked. The equations are required at all real times, the bounds only for `0 ≤ t`. `emittedCharge` is Q, and `emittedCharge_current` confirms its initial value and its derivative, using the summation by parts above.

`charge_lag_bound` states both inequalities for L, assuming `0 < k j` for every `j ≤ n`: each step does occur, at a constant rate. `two_electron_bound` takes any functions `a` and `b` that satisfy the two-electron equations and bounds the absolute deviation.

`relaxation_nonneg` is the positivity argument, with `monotoneOn_of_deriv_nonneg` turning the sign of the derivative into monotonicity. `first_state` gives the exponential. `step_rate_le` is the induction and applies `relaxation_nonneg` twice, to the population and to the gap. `emittedCharge_eq` is the index shift, after which `charge_lag_bound` compares the sums term by term. `two_electron_bound` casts `a` and `b` as a cascade with `n = 1` and reads the bound on `b` from `step_rate_le`.

`isCascade_witness` gives an explicit solution when all rates are equal, with Poisson populations. For unequal rates the theorems apply to any given solution and do not construct one.

Recapture, simultaneous emission of two electrons and time-dependent rates lie outside these equations. The populations are ensemble means, so a single stochastic trajectory can deviate by more, and a numerical integrator adds its own error. Comparison with an experiment also needs a detector whose signal is proportional to the emitted charge, which no hypothesis here supplies.
